# The extended Hückel coupling rule agrees in every hybrid basis of an atom exactly when its orbital energies are equal

**Q:** When I fill in an extended Hückel matrix, I compute each interatomic entry from an overlap and two diagonal energies. If I switch atom A to sp hybrids, may I recompute the entries from the hybrids' own diagonal energies, or must I transform the block I already have?

**A:** Transform it, unless each hybrid mixes only orbitals of equal energy. Let A have orthonormal orbitals $i$ with energies $d_i$, let B have orbitals $b$ with energies $f_b$, and let $S_{ib}$ be their overlaps. The rule is
$$H_{ib}=\tfrac K2(d_i+f_b)S_{ib}.$$
The constant $K$ is postulated: it sets how strongly overlap, weighted by the mean orbital energy, turns into interaction.

Column $k$ of a real orthogonal matrix $U$ holds the coefficients of hybrid $k$. Its energy and overlaps are
$$e_k=\sum_i U_{ik}^2d_i,\qquad S'_{kb}=\sum_i U_{ik}S_{ib}.$$
Reapplying the rule gives $\frac K2(e_k+f_b)\sum_iU_{ik}S_{ib}$. Transforming the old block gives $\frac K2\sum_iU_{ik}(d_i+f_b)S_{ib}$. In the difference $f_b$ cancels:
$$\Delta_{kb}=\tfrac K2\sum_i(e_k-d_i)U_{ik}S_{ib}.$$

**Q:** That could vanish by accident.

**A:** For one particular $S$, yes. For all $S$, take overlaps that are non-zero only for orbital $i$. With $K\neq0$ this forces $(e_k-d_i)U_{ik}=0$, so every orbital present in hybrid $k$ has energy $e_k$. Conversely, if those orbitals share one energy, normalisation $\sum_iU_{ik}^2=1$ makes $e_k$ equal to it, and every term vanishes.

**Q:** How do you get from one $U$ to all energies being equal?

**A:** For two different orbitals $i,j$, put $v=\hat e_i+2\hat e_j$, with $\hat e_i$ the unit coefficient vectors, so that $v^Tv=5$. The reflection $U=1-\frac25vv^T$ is symmetric, and
$$U^TU=1-\tfrac45vv^T+\tfrac4{25}\cdot5\,vv^T=1.$$
Since $U_{ii}=\frac35$ and $U_{ji}=-\frac45$, hybrid $i$ contains both orbitals, and invariance forces $d_i=d_j$. If all energies are equal, the previous criterion holds for every orthogonal $U$.

**Q:** Now show me that the formal objects mean this.

**A:** The finite types `m` and `n` label the orbitals of A and B.

In Lean 4 with Mathlib:

```lean
import Mathlib

open Matrix

namespace ExtendedHueckelHybrids

noncomputable section

variable {m n : Type*} [Fintype m] [DecidableEq m] [Fintype n] [DecidableEq n]
```

The rule is written for whole matrices; with diagonal `D` and `F` its entries are the $H_{ib}$ above.

```lean
/-- The extended Hückel coupling `K (D S + S F) / 2` between two atoms with energy matrices
`D` and `F` and overlap block `S`. -/
def coupling (K : ℝ) (D : Matrix m m ℝ) (F : Matrix n n ℝ) (S : Matrix m n ℝ) :
    Matrix m n ℝ :=
  (K / 2) • (D * S + S * F)
```

**Q:** Where are the hybrids' off-diagonal energies discarded?

**A:** Here: `hybridEnergy` keeps only the diagonal of $U^TDU$.

```lean
/-- The energies assigned to the new orbitals of atom A, which are the columns of `U`:
the diagonal entries of `Uᵀ D U`. -/
def hybridEnergy (d : m → ℝ) (U : Matrix m m ℝ) : m → ℝ :=
  fun k => (Uᵀ * diagonal d * U) k k
```

`RuleInvariant` then compares the two procedures at fixed `U`, for every real overlap block.

```lean
/-- For every overlap block, the coupling rule reapplied in the new orbitals `U` of atom A,
with their diagonal energies only, gives the transformed original coupling. -/
def RuleInvariant (K : ℝ) (d : m → ℝ) (f : n → ℝ) (U : Matrix m m ℝ) : Prop :=
  ∀ S : Matrix m n ℝ,
    coupling K (diagonal (hybridEnergy d U)) (diagonal f) (Uᵀ * S)
      = Uᵀ * coupling K (diagonal d) (diagonal f) S
```

**Q:** Every real block? Overlaps of normalised orbitals are bounded.

**A:** The discrepancy is linear in $S$, so a test block can be scaled down without losing its effect. The quantifier does ignore which overlaps a given geometry can produce. The model also keeps B's orbitals fixed and compares only the coupling block, not molecular orbital energies.

**Q:** Then take me through the proofs.

**A:** The first lemma expands the matrix product into $e_k=\sum_iU_{ik}^2d_i$.

```lean
/-- The energy of a hybrid is the sum of the orbital energies weighted by the squared
coefficients. -/
theorem hybridEnergy_eq (d : m → ℝ) (U : Matrix m m ℝ) (k : m) :
    hybridEnergy d U k = ∑ i, U i k ^ 2 * d i := by
  unfold hybridEnergy
  rw [Matrix.mul_apply]
  refine Finset.sum_congr rfl fun i _ => ?_
  rw [Matrix.mul_diagonal, Matrix.transpose_apply]
  ring
```

The next is the formula for $\Delta_{kb}$. Its intermediate `h` cancels B's energies at matrix level, and the remaining lines read off one entry.

```lean
/-- The discrepancy between the reapplied and the transformed coupling, for hybrid `k` of
atom A and orbital `b` of atom B. -/
theorem coupling_defect (K : ℝ) (d : m → ℝ) (f : n → ℝ) (U : Matrix m m ℝ)
    (S : Matrix m n ℝ) (k : m) (b : n) :
    (coupling K (diagonal (hybridEnergy d U)) (diagonal f) (Uᵀ * S)
      - Uᵀ * coupling K (diagonal d) (diagonal f) S) k b
      = K / 2 * ∑ i, (hybridEnergy d U k - d i) * U i k * S i b := by
  -- the terms with the energies of atom B cancel
  have h : coupling K (diagonal (hybridEnergy d U)) (diagonal f) (Uᵀ * S)
      - Uᵀ * coupling K (diagonal d) (diagonal f) S
      = (K / 2) • ((diagonal (hybridEnergy d U) * Uᵀ - Uᵀ * diagonal d) * S) := by
    simp only [coupling, Matrix.mul_smul, Matrix.mul_add, Matrix.sub_mul, Matrix.mul_assoc]
    module
  rw [h, Matrix.smul_apply, smul_eq_mul, Matrix.mul_apply]
  congr 1
  refine Finset.sum_congr rfl fun i _ => ?_
  rw [Matrix.sub_apply, Matrix.diagonal_mul, Matrix.mul_diagonal, Matrix.transpose_apply]
  ring
```

The criterion for a single `U` follows. In the forward direction, `S` has ones in row `i` and zeros elsewhere, and `key` concludes $e_k=d_i$ whenever $U_{ik}\neq0$. In the reverse direction, `hn` is the normalisation of the hybrid and `he` the resulting energy.

```lean
/-- For `K ≠ 0`, an orthogonal `U` and an atom B with at least one orbital, the rule is
invariant under `U` exactly when every hybrid mixes only orbitals of equal energy. -/
theorem ruleInvariant_iff [Nonempty n] {K : ℝ} (hK : K ≠ 0) (d : m → ℝ) (f : n → ℝ)
    {U : Matrix m m ℝ} (hU : Uᵀ * U = 1) :
    RuleInvariant K d f U ↔ ∀ i j k, U i k ≠ 0 → U j k ≠ 0 → d i = d j := by
  constructor
  · intro h
    -- an overlap with orbital `i` alone forces the hybrid energy to equal `d i`
    have key : ∀ i k, U i k ≠ 0 → hybridEnergy d U k = d i := by
      intro i k hik
      obtain ⟨b⟩ := ‹Nonempty n›
      let S : Matrix m n ℝ := Matrix.of fun a _ => if a = i then 1 else 0
      have h0 := coupling_defect K d f U S k b
      rw [sub_eq_zero.mpr (h S)] at h0
      simp only [S, Matrix.of_apply, mul_ite, mul_one, mul_zero, Finset.sum_ite_eq',
        Finset.mem_univ, if_true, Matrix.zero_apply] at h0
      have hK2 : K / 2 ≠ 0 := div_ne_zero hK two_ne_zero
      have h1 := (mul_eq_zero.mp h0.symm).resolve_left hK2
      exact sub_eq_zero.mp ((mul_eq_zero.mp h1).resolve_right hik)
    intro i j k hi hj
    rw [← key i k hi, key j k hj]
  · intro h S
    rw [← sub_eq_zero]
    ext k b
    rw [coupling_defect, Matrix.zero_apply]
    refine mul_eq_zero_of_right _ (Finset.sum_eq_zero fun i _ => ?_)
    by_cases hik : U i k = 0
    · rw [hik, mul_zero, zero_mul]
    · -- the hybrid is normalised, so its mean energy is the common energy
      have hn : ∑ a, U a k ^ 2 = 1 := by
        have h1 := congrFun (congrFun hU k) k
        rw [Matrix.mul_apply, Matrix.one_apply_eq] at h1
        simpa only [Matrix.transpose_apply, ← sq] using h1
      have he : hybridEnergy d U k = d i := by
        rw [hybridEnergy_eq]
        calc ∑ a, U a k ^ 2 * d a = ∑ a, U a k ^ 2 * d i := by
              refine Finset.sum_congr rfl fun a _ => ?_
              by_cases ha : U a k = 0
              · rw [ha]; ring
              · rw [h a i k ha hik]
          _ = d i := by rw [← Finset.sum_mul, hn, one_mul]
      rw [he, sub_self, zero_mul, zero_mul]
```

**Q:** Does that allow me to rotate the p orbitals among themselves?

**A:** Yes, if they have equal energies: in this model, such a rotation leaves the rule intact. Mixing in an s orbital of different energy does not.

**Q:** What if `U` isn't orthogonal?

**A:** Take one orbital on each atom, $d=1$ and $U=(2)$. The "hybrid" energy is $4$, and $\Delta=\frac K2(4-1)\cdot2S=3KS$, although only one energy is involved. So the criterion needs some condition that excludes this unnormalised column. Non-zero $K$ matters too: at $K=0$ both couplings vanish whatever the energies.

The reflection comes next, with `P` standing for $vv^T$.

```lean
/-- For any two different orbitals there is an orthogonal change of basis in which one
hybrid contains both. -/
theorem exists_mixing {i j : m} (hij : i ≠ j) :
    ∃ U : Matrix m m ℝ, Uᵀ * U = 1 ∧ U i i ≠ 0 ∧ U j i ≠ 0 := by
  obtain ⟨v, hi, hj, hv⟩ : ∃ v : m → ℝ, v i = 1 ∧ v j = 2 ∧ v ⬝ᵥ v = 5 := by
    refine ⟨Pi.single i 1 + Pi.single j 2, ?_, ?_, ?_⟩
    · simp [hij]
    · simp [hij.symm]
    · rw [add_dotProduct, single_dotProduct, single_dotProduct]
      norm_num [Pi.single_apply, hij, hij.symm]
  obtain ⟨P, hP⟩ : ∃ P : Matrix m m ℝ, ∀ a b, P a b = v a * v b :=
    ⟨Matrix.of fun a b => v a * v b, fun _ _ => rfl⟩
  have hPt : Pᵀ = P := by
    ext a b
    rw [Matrix.transpose_apply, hP, hP, mul_comm]
  have hPP : P * P = (5 : ℝ) • P := by
    ext a b
    rw [Matrix.mul_apply, Matrix.smul_apply, smul_eq_mul, hP, ← hv, dotProduct,
      Finset.sum_mul]
    refine Finset.sum_congr rfl fun c _ => ?_
    rw [hP, hP]
    ring
  -- the reflection that reverses `v` and fixes every vector orthogonal to it
  refine ⟨1 - (2 / 5 : ℝ) • P, ?_, ?_, ?_⟩
  · rw [Matrix.transpose_sub, Matrix.transpose_one, Matrix.transpose_smul, hPt]
    simp only [Matrix.sub_mul, Matrix.mul_sub, Matrix.one_mul, Matrix.mul_one,
      Matrix.smul_mul, Matrix.mul_smul, hPP]
    module
  · rw [Matrix.sub_apply, Matrix.smul_apply, hP, hi, Matrix.one_apply_eq, smul_eq_mul]
    norm_num
  · rw [Matrix.sub_apply, Matrix.smul_apply, hP, hi, hj, Matrix.one_apply_ne hij.symm,
      smul_eq_mul]
    norm_num
```

**Q:** And the main statement?

**A:** For $K\neq0$ and at least one orbital on B, `RuleInvariant` holds for all orthogonal `U` if and only if one number `c` equals every `d i`. The forward direction applies the criterion to the reflection for each pair; the reverse direction applies it to equal energies.

```lean
/-- For `K ≠ 0` and an atom B with at least one orbital, the extended Hückel coupling rule is
invariant under all orthogonal changes of A's orbitals exactly when these orbitals all have
the same energy. -/
theorem invariant_iff_scalar [Nonempty n] {K : ℝ} (hK : K ≠ 0) (d : m → ℝ) (f : n → ℝ) :
    (∀ U : Matrix m m ℝ, Uᵀ * U = 1 → RuleInvariant K d f U) ↔ ∃ c, ∀ i, d i = c := by
  constructor
  · intro h
    have hd : ∀ i j, d i = d j := by
      intro i j
      by_cases hij : i = j
      · rw [hij]
      · obtain ⟨U, hU, hi, hj⟩ := exists_mixing hij
        exact (ruleInvariant_iff hK d f hU).1 (h U hU) i j i hi hj
    rcases isEmpty_or_nonempty m with hm | ⟨⟨j⟩⟩
    · exact ⟨0, fun i => hm.elim i⟩
    · exact ⟨d j, fun i => hd i j⟩
  · rintro ⟨c, hc⟩ U hU
    exact (ruleInvariant_iff hK d f hU).2 fun i j _ _ _ => (hc i).trans (hc j).symm
```

**Q:** Is the hybrid basis itself to blame?

**A:** No, the discarded entries are. With the whole matrix $U^TDU$ retained,
$$(U^TDU)(U^TS)=U^TD(UU^T)S=U^TDS,$$
while B's term is $U^TSF$ either way, so the two couplings agree. The proof obtains $UU^T=1$ from $U^TU=1$, as one may for square matrices, and regroups the products.

```lean
omit [DecidableEq n] in
/-- If the whole matrix `Uᵀ D U` is kept, off-diagonal entries included, the coupling rule is
invariant under every orthogonal `U`. -/
theorem full_matrix_invariant (K : ℝ) (D : Matrix m m ℝ) (F : Matrix n n ℝ)
    (S : Matrix m n ℝ) {U : Matrix m m ℝ} (hU : Uᵀ * U = 1) :
    coupling K (Uᵀ * D * U) F (Uᵀ * S) = Uᵀ * coupling K D F S := by
  have hU' : U * Uᵀ = 1 := mul_eq_one_comm.mp hU
  have h : Uᵀ * D * U * (Uᵀ * S) = Uᵀ * (D * S) := by
    rw [Matrix.mul_assoc (Uᵀ * D) U, ← Matrix.mul_assoc U, hU', Matrix.one_mul,
      Matrix.mul_assoc]
  unfold coupling
  rw [h, Matrix.mul_smul, Matrix.mul_add, Matrix.mul_assoc Uᵀ S F]
```

**Q:** How large is the discrepancy for sp hybrids?

**A:** The columns below are $(s+p)/\sqrt2$ and $(s-p)/\sqrt2$.

```lean
/-- The two sp hybrids `(s + p)/√2` and `(s - p)/√2`, as columns. -/
def spHybrid : Matrix (Fin 2) (Fin 2) ℝ :=
  !![Real.sqrt 2 / 2, Real.sqrt 2 / 2; Real.sqrt 2 / 2, -(Real.sqrt 2 / 2)]
```

Let $e_s$ and $e_p$ be the energies of the atomic s and p orbitals. The first hybrid has energy $(e_s+e_p)/2$. From here on, as in the theorem below, let the letters $s$ and $p$ stand for numbers: the overlaps of B's single orbital with the atomic s and p orbitals. Then
$$\Delta=\frac K2\cdot\frac{\sqrt2}2\left[\frac{e_p-e_s}2s+\frac{e_s-e_p}2p\right]=\frac{K(e_p-e_s)(s-p)\sqrt2}8.$$
This is the discrepancy for the first hybrid. It vanishes when the two overlaps are equal, which is the kind of accident you raised. For the second hybrid the factor $s-p$ becomes $s+p$, so equal non-zero overlaps don't remove its discrepancy if $e_s\neq e_p$ and $K\neq0$.

**Q:** Would this example expose a wrong definition?

**A:** Not every one. If you confuse rows with columns and write $UDU^T$ for the hybrid energies, the sp case still comes out right, because this `spHybrid` is symmetric. A non-symmetric rotation of two orbitals would not expose the mistake either, since the squared entries of a 2×2 orthogonal matrix always form a symmetric matrix. Test the convention on a cyclic permutation of three orbitals with different energies.

The theorem below contains both the orthonormality of the hybrids and the discrepancy. Its proof computes the hybrid energy as `he` and substitutes it into `coupling_defect`.

```lean
/-- The sp hybrids are orthonormal. For the hybrid `(s + p)/√2` and one orbital on atom B, with
overlaps `s` and `p` with the s and p orbitals of energies `es` and `ep`, the discrepancy is
`K (ep - es) (s - p) √2 / 8`. -/
theorem sp_defect (K es ep s p : ℝ) (f : Fin 1 → ℝ) :
    spHybridᵀ * spHybrid = 1 ∧
    (coupling K (diagonal (hybridEnergy ![es, ep] spHybrid)) (diagonal f)
        (spHybridᵀ * !![s; p])
      - spHybridᵀ * coupling K (diagonal ![es, ep]) (diagonal f) !![s; p]) 0 0
      = K * (ep - es) * (s - p) * Real.sqrt 2 / 8 := by
  have h2 : Real.sqrt 2 ^ 2 = 2 := Real.sq_sqrt (by norm_num)
  constructor
  · ext i j
    rw [Matrix.mul_apply, Fin.sum_univ_two]
    fin_cases i <;> fin_cases j
    · show Real.sqrt 2 / 2 * (Real.sqrt 2 / 2) + Real.sqrt 2 / 2 * (Real.sqrt 2 / 2) = (1 : ℝ)
      linear_combination h2 / 2
    · show Real.sqrt 2 / 2 * (Real.sqrt 2 / 2) + Real.sqrt 2 / 2 * -(Real.sqrt 2 / 2) = (0 : ℝ)
      ring
    · show Real.sqrt 2 / 2 * (Real.sqrt 2 / 2) + -(Real.sqrt 2 / 2) * (Real.sqrt 2 / 2) = (0 : ℝ)
      ring
    · show Real.sqrt 2 / 2 * (Real.sqrt 2 / 2)
        + -(Real.sqrt 2 / 2) * -(Real.sqrt 2 / 2) = (1 : ℝ)
      linear_combination h2 / 2
  · -- the hybrid has the mean energy of s and p
    have he : hybridEnergy ![es, ep] spHybrid 0 = (es + ep) / 2 := by
      rw [hybridEnergy_eq, Fin.sum_univ_two]
      show (Real.sqrt 2 / 2) ^ 2 * es + (Real.sqrt 2 / 2) ^ 2 * ep = (es + ep) / 2
      linear_combination (es + ep) / 4 * h2
    rw [coupling_defect, he, Fin.sum_univ_two]
    show K / 2 * (((es + ep) / 2 - es) * (Real.sqrt 2 / 2) * s
      + ((es + ep) / 2 - ep) * (Real.sqrt 2 / 2) * p) = _
    ring

end

end ExtendedHueckelHybrids
```

```lean
#print axioms ExtendedHueckelHybrids.ruleInvariant_iff
-- 'ExtendedHueckelHybrids.ruleInvariant_iff' depends on axioms: [propext, Classical.choice, Quot.sound]
#print axioms ExtendedHueckelHybrids.invariant_iff_scalar
-- 'ExtendedHueckelHybrids.invariant_iff_scalar' depends on axioms: [propext, Classical.choice, Quot.sound]
#print axioms ExtendedHueckelHybrids.full_matrix_invariant
-- 'ExtendedHueckelHybrids.full_matrix_invariant' depends on axioms: [propext, Classical.choice, Quot.sound]
#print axioms ExtendedHueckelHybrids.sp_defect
-- 'ExtendedHueckelHybrids.sp_defect' depends on axioms: [propext, Classical.choice, Quot.sound]
```
